# The all-up state is a ground state of the spin-1/2 XXZ ferromagnet on a finite graph with an edge exactly when D ≥ 1

**Q:** Which Hilbert space and which Hamiltonian are meant?

**A:** The sites form a finite set $V$ with $N$ elements. A configuration $\sigma$ assigns up (`true`) or down (`false`) to each site, and a state $\psi$ assigns a complex amplitude $\psi(\sigma)$ to each configuration. The bonds are the edges $E$ of a simple graph `G` on $V$. With $\hbar=1$ and the in-plane exchange as the unit of energy,
$$H=-\sum_{\{i,j\}\in E}\left(S^x_iS^x_j+S^y_iS^y_j+D\,S^z_iS^z_j\right).$$
The real number $D$ is the ratio of the $z$ exchange to the in-plane exchange. Isotropic exchange has $D=1$, and in a magnet a deviation from 1 typically comes from spin-orbit coupling. Among product states with all spins pointing in the same direction, $D>1$ favours the $z$ axis and $D<1$ favours directions in the $xy$ plane.

In Lean 4 with Mathlib:

```lean
import Mathlib

open ComplexConjugate

namespace XXZFerromagnetStability

noncomputable section

variable {V : Type*} [Fintype V] [DecidableEq V]

/-- A state of spins 1/2 on the sites `V`: an amplitude for each configuration (`true` is up). -/
abbrev State (V : Type*) := (V → Bool) → ℂ

/-- The configuration with the spin at site `i` reversed. -/
def flipSpin (i : V) (σ : V → Bool) : V → Bool := Function.update σ i (!σ i)

/-- The configuration with the spins at `i` and `j` both reversed. -/
def flipPair (i j : V) (σ : V → Bool) : V → Bool := flipSpin j (flipSpin i σ)
```

**Q:** Are the spin operators the real ones, or just symbols with suitable rules?

**A:** They are the usual matrices, written as actions on amplitudes. For example, $(S^y_j\psi)(\sigma)$ is $-\tfrac{i}{2}$ times the amplitude of the configuration with spin $j$ flipped if site $j$ is up in $\sigma$, and $+\tfrac{i}{2}$ times it if site $j$ is down, where $i$ is the imaginary unit. That is half the Pauli $y$ matrix, read row by row.

```lean
/-- The spin operator Sx at site `i`. -/
def Sx (i : V) (ψ : State V) : State V := fun σ => (1 / 2) * ψ (flipSpin i σ)

/-- The spin operator Sy at site `i`. -/
def Sy (i : V) (ψ : State V) : State V := fun σ =>
  (if σ i = true then -(Complex.I / 2) else Complex.I / 2) * ψ (flipSpin i σ)

/-- The spin operator Sz at site `i`. -/
def Sz (i : V) (ψ : State V) : State V := fun σ =>
  (if σ i = true then 1 / 2 else -(1 / 2)) * ψ σ

/-- The bond operator SxSx + SySy + D SzSz on the sites `i` and `j`. -/
def bond (D : ℝ) (i j : V) (ψ : State V) : State V := fun σ =>
  Sx i (Sx j ψ) σ + Sy i (Sy j ψ) σ + (D : ℂ) * Sz i (Sz j ψ) σ
```

**Q:** The Hamiltonian in the code has a factor 1/2 that yours lacks.

**A:** It sums over `G.Dart`, the oriented edges, so each bond appears twice and the factor restores single counting.

```lean
/-- The XXZ ferromagnet: minus the sum of the bond operators over the edges. The sum runs over
oriented edges, hence the factor 1/2. -/
def hamiltonian (G : SimpleGraph V) [DecidableRel G.Adj] (D : ℝ) (ψ : State V) : State V :=
  fun σ => ((-(1 / 2) : ℝ) : ℂ) * ∑ d : G.Dart, bond D d.fst d.snd ψ σ
```

**Q:** A ground state minimises the Rayleigh quotient $\langle\psi|H|\psi\rangle/\langle\psi|\psi\rangle$. Why is there no division in the code?

**A:** `IsGroundState` says that the state has norm 1 and that no normalised state has lower $\langle\psi|H|\psi\rangle$. Since the quotient doesn't change when $\psi$ is rescaled, this is the same minimisation. `energy` takes a real part, which loses nothing because $H$ is Hermitian.

```lean
/-- The squared norm of a state. -/
def weight (ψ : State V) : ℝ := ∑ σ, Complex.normSq (ψ σ)

/-- The energy expectation ⟨ψ|H|ψ⟩. -/
def energy (G : SimpleGraph V) [DecidableRel G.Adj] (D : ℝ) (ψ : State V) : ℝ :=
  (∑ σ, conj (ψ σ) * hamiltonian G D ψ σ).re

/-- A normalised state whose energy is minimal among all normalised states. -/
def IsGroundState (G : SimpleGraph V) [DecidableRel G.Adj] (D : ℝ) (φ : State V) : Prop :=
  weight φ = 1 ∧ ∀ ψ : State V, weight ψ = 1 → energy G D φ ≤ energy G D ψ
```

**Q:** Which states enter the argument?

**A:** Two: the all-up state, and the uniform magnon $N^{-1/2}\sum_k|k\rangle$, where $|k\rangle$ has its only down spin at site $k$. There is also a bookkeeping quantity for each bond. Write $\sigma'$ for $\sigma$ with the spins at $i$ and $j$ both reversed, and define
$$C_{ij}(\psi)=\sum_{\sigma_i\neq\sigma_j}\left[\frac{D-1}{2}|\psi(\sigma)|^2+\frac14|\psi(\sigma)-\psi(\sigma')|^2\right].$$

```lean
/-- The fully polarised state with all spins up. -/
def allUp : State V := fun σ => if σ = (fun _ => true) then 1 else 0

/-- The configuration with a single down spin, at site `k`. -/
def oneDown (k : V) : V → Bool := fun l => decide (l ≠ k)

/-- The uniform magnon: the equal-weight superposition of all single spin flips. -/
def magnon : State V := fun σ =>
  ∑ k : V, if σ = oneDown k then ((1 / √(Fintype.card V : ℝ) : ℝ) : ℂ) else 0

/-- A sum over the configurations antiparallel on a bond, with a weight term proportional to
`D - 1` and a term for the change of amplitude under reversal of both spins. -/
def bondCost (D : ℝ) (i j : V) (ψ : State V) : ℝ :=
  ∑ σ, if σ i = σ j then 0 else
    (D - 1) / 2 * Complex.normSq (ψ σ) + 1 / 4 * Complex.normSq (ψ σ - ψ (flipPair i j σ))
```

**Q:** Where does that cost come from?

**A:** From one bond. The $xx$ term contributes $\tfrac14\psi(\sigma')$. The $yy$ term contributes $-\tfrac14\psi(\sigma')$ for parallel spins and $+\tfrac14\psi(\sigma')$ for antiparallel ones. The bond operator therefore gives $\tfrac D4\psi(\sigma)$ on parallel spins and $-\tfrac D4\psi(\sigma)+\tfrac12\psi(\sigma')$ on antiparallel ones. `bond_apply` checks the four spin cases, using that the imaginary unit squares to $-1$.

```lean
omit [Fintype V] in
/-- Reversing two distinct spins reverses each of them, and doing it twice changes nothing. -/
theorem flipPair_spec {i j : V} (hij : i ≠ j) (σ : V → Bool) :
    flipPair i j σ i = (!σ i) ∧ flipPair i j σ j = (!σ j) ∧
      flipPair i j (flipPair i j σ) = σ := by
  refine ⟨?_, ?_, ?_⟩
  · simp [flipPair, flipSpin, Function.update_apply, hij]
  · simp [flipPair, flipSpin, hij.symm]
  · funext k
    by_cases hi : k = i
    · simp [flipPair, flipSpin, hi, hij, hij.symm]
    · by_cases hj : k = j
      · simp [flipPair, flipSpin, Function.update_apply, hj, hij, hij.symm]
      · simp [flipPair, flipSpin, Function.update_apply, hi, hj]

omit [Fintype V] in
/-- A bond acts diagonally on parallel spins; on antiparallel spins it also reverses both. -/
theorem bond_apply (D : ℝ) {i j : V} (hij : i ≠ j) (ψ : State V) (σ : V → Bool) :
    bond D i j ψ σ = if σ i = σ j then ((D / 4 : ℝ) : ℂ) * ψ σ
      else ((-(D / 4) : ℝ) : ℂ) * ψ σ + ((1 / 2 : ℝ) : ℂ) * ψ (flipPair i j σ) := by
  have h : flipSpin i σ j = σ j := Function.update_of_ne hij.symm _ _
  simp only [bond, Sx, Sy, Sz, h, flipPair]
  generalize ψ (flipSpin j (flipSpin i σ)) = a
  generalize ψ σ = b
  cases σ i <;> cases σ j <;>
    simp only [Bool.false_eq_true, reduceCtorEq, if_true, if_false] <;> push_cast <;>
    first
      | linear_combination (a / 4) * Complex.I_sq
      | linear_combination (-a / 4) * Complex.I_sq
```

**Q:** The exchange term has no definite sign. How do you control it?

**A:** By completing the square:
$$\tfrac12\mathrm{Re}\,\overline{\psi(\sigma)}\psi(\sigma')=\tfrac14|\psi(\sigma)|^2+\tfrac14|\psi(\sigma')|^2-\tfrac14|\psi(\sigma)-\psi(\sigma')|^2.$$
The map $\sigma\mapsto\sigma'$ permutes the antiparallel configurations, so after summation the first two terms combine to $\tfrac12\sum|\psi(\sigma)|^2$. The antiparallel coefficient becomes $-\tfrac D4+\tfrac12=\tfrac D4-\tfrac{D-1}{2}$, and the bond expectation is $\tfrac D4\|\psi\|^2-C_{ij}(\psi)$. In the proof, `pt` is the square and `key` is the reindexing.

```lean
/-- For two distinct sites, the real part of ⟨ψ|bond|ψ⟩ is D/4 times the squared norm of ψ, minus
the bond cost. -/
theorem bond_expectation (D : ℝ) {i j : V} (hij : i ≠ j) (ψ : State V) :
    (∑ σ, conj (ψ σ) * bond D i j ψ σ).re = D / 4 * weight ψ - bondCost D i j ψ := by
  -- reversing both spins permutes the antiparallel configurations
  have key : ∑ σ : V → Bool, (if σ i = σ j then 0 else Complex.normSq (ψ (flipPair i j σ)))
      = ∑ σ : V → Bool, (if σ i = σ j then 0 else Complex.normSq (ψ σ)) := by
    have hF : Function.Involutive (flipPair i j) := fun σ => (flipPair_spec hij σ).2.2
    refine Fintype.sum_equiv hF.toPerm _ _ (fun σ => ?_)
    have e : σ i = σ j ↔ flipPair i j σ i = flipPair i j σ j := by
      rw [(flipPair_spec hij σ).1, (flipPair_spec hij σ).2.1]
      cases σ i <;> cases σ j <;> simp
    exact if_congr e rfl rfl
  -- completing the square, configuration by configuration
  have pt : ∀ σ : V → Bool, (conj (ψ σ) * bond D i j ψ σ).re =
      D / 4 * Complex.normSq (ψ σ) - (if σ i = σ j then 0 else
        (D - 1) / 2 * Complex.normSq (ψ σ) + 1 / 4 * Complex.normSq (ψ σ - ψ (flipPair i j σ)))
      - 1 / 4 * (if σ i = σ j then 0 else Complex.normSq (ψ σ))
      + 1 / 4 * (if σ i = σ j then 0 else Complex.normSq (ψ (flipPair i j σ))) := by
    intro σ
    rw [bond_apply D hij]
    split_ifs <;>
      simp only [Complex.mul_re, Complex.mul_im, Complex.add_re, Complex.add_im,
        Complex.sub_re, Complex.sub_im, Complex.ofReal_re, Complex.ofReal_im,
        Complex.conj_re, Complex.conj_im, Complex.normSq_apply] <;> ring
  rw [Complex.re_sum, Finset.sum_congr rfl (fun σ _ => pt σ), Finset.sum_add_distrib,
    Finset.sum_sub_distrib, Finset.sum_sub_distrib, ← Finset.mul_sum, ← Finset.mul_sum,
    ← Finset.mul_sum, key]
  unfold weight bondCost
  ring
```

Summing over bonds, with the minus sign of $H$, gives an exact identity:
$$\langle\psi|H|\psi\rangle=-\frac D4|E|\,\|\psi\|^2+\sum_{\{i,j\}\in E}C_{ij}(\psi).$$

```lean
/-- The energy of any state is -D/4 per edge times its squared norm, plus the cost of each edge. -/
theorem energy_eq (G : SimpleGraph V) [DecidableRel G.Adj] (D : ℝ) (ψ : State V) :
    energy G D ψ = -(D / 4) * G.edgeFinset.card * weight ψ
      + 1 / 2 * ∑ d : G.Dart, bondCost D d.fst d.snd ψ := by
  have hs : ∑ σ, conj (ψ σ) * hamiltonian G D ψ σ = ((-(1 / 2) : ℝ) : ℂ) *
      ∑ d : G.Dart, ∑ σ, conj (ψ σ) * bond D d.fst d.snd ψ σ := by
    rw [Finset.sum_comm, Finset.mul_sum]
    refine Finset.sum_congr rfl (fun σ _ => ?_)
    rw [← Finset.mul_sum, hamiltonian]
    ring
  have hc : (Fintype.card G.Dart : ℝ) = 2 * G.edgeFinset.card := by
    exact_mod_cast G.dart_card_eq_twice_card_edges
  rw [energy, hs, Complex.re_ofReal_mul, Complex.re_sum,
    Finset.sum_congr rfl (fun d _ => bond_expectation D d.adj.ne ψ), Finset.sum_sub_distrib,
    Finset.sum_const, Finset.card_univ, nsmul_eq_mul, hc]
  ring
```

**Q:** So the all-up state should cost nothing.

**A:** Yes. If $\sigma$ is antiparallel on a bond, so is $\sigma'$, and neither is the all-up configuration. Both amplitudes vanish, and the energy is $-\tfrac D4|E|$.

```lean
/-- The all-up state is normalised and has energy -D/4 per edge. -/
theorem allUp_energy (G : SimpleGraph V) [DecidableRel G.Adj] (D : ℝ) :
    weight (allUp : State V) = 1 ∧ energy G D allUp = -(D / 4) * G.edgeFinset.card := by
  have hw : weight (allUp : State V) = 1 := by
    simp [weight, allUp, apply_ite Complex.normSq]
  refine ⟨hw, ?_⟩
  have h0 : ∀ d : G.Dart, bondCost D d.fst d.snd allUp = 0 := by
    intro d
    refine Finset.sum_eq_zero (fun σ _ => ?_)
    split_ifs with h
    · rfl
    · have h1 : σ ≠ fun _ => true := fun e => h (by rw [e])
      have h2 : flipPair d.fst d.snd σ ≠ fun _ => true := by
        intro e
        have a := congrFun e d.fst
        have b := congrFun e d.snd
        rw [(flipPair_spec d.adj.ne σ).1] at a
        rw [(flipPair_spec d.adj.ne σ).2.1] at b
        apply h
        revert a b
        cases σ d.fst <;> cases σ d.snd <;> simp
      simp [allUp, h1, h2]
  rw [energy_eq, hw, Finset.sum_eq_zero (fun d _ => h0 d)]
  ring
```

**Q:** Why try the magnon when $D<1$? On an irregular graph it need not be an eigenstate.

**A:** A variational state is enough. On an antiparallel bond, reversing both spins is the same as exchanging the two sites, and the uniform magnon is symmetric under exchange. The squared difference in $C_{ij}$ vanishes. Among the configurations in the magnon, only the two with the down spin at $i$ or $j$ are antiparallel there, each with probability $1/N$, so
$$C_{ij}=\frac{D-1}{2}\cdot\frac2N=\frac{D-1}{N}.$$
`magnon_average` supplies the probabilities and `magnon_flipPair` the symmetry.

```lean
omit [Fintype V] in
/-- Different positions of the down spin give different configurations. -/
theorem oneDown_injective : Function.Injective (oneDown : V → V → Bool) := by
  intro a b h
  simpa [oneDown] using congrFun h a

/-- In the uniform magnon a diagonal observable averages over the positions of the down spin. -/
theorem magnon_average (g : (V → Bool) → ℝ) :
    ∑ σ, g σ * Complex.normSq (magnon σ) = (∑ k : V, g (oneDown k)) / Fintype.card V := by
  rw [Finset.sum_div]
  symm
  refine Fintype.sum_of_injective oneDown oneDown_injective _ _ (fun σ hσ => ?_) (fun k => ?_)
  · have h0 : magnon σ = 0 :=
      Finset.sum_eq_zero (fun k _ => if_neg (fun h => hσ ⟨k, h.symm⟩))
    rw [h0, map_zero, mul_zero]
  · have h1 : magnon (oneDown k) = ((1 / √(Fintype.card V : ℝ) : ℝ) : ℂ) := by
      simp only [magnon, oneDown_injective.eq_iff, Finset.sum_ite_eq, Finset.mem_univ, if_true]
    rw [h1, Complex.normSq_ofReal, div_mul_div_comm, Real.mul_self_sqrt (Nat.cast_nonneg _)]
    ring

/-- Reversing an antiparallel pair of spins leaves the uniform magnon amplitude unchanged. -/
theorem magnon_flipPair {i j : V} (hij : i ≠ j) {σ : V → Bool} (h : σ i ≠ σ j) :
    magnon (flipPair i j σ) = magnon σ := by
  -- for antiparallel spins the double flip is the exchange of the two sites
  have hs : flipPair i j σ = fun l => σ (Equiv.swap i j l) := by
    funext l
    by_cases hi : l = i
    · rw [hi, (flipPair_spec hij σ).1, Equiv.swap_apply_left]
      revert h
      cases σ i <;> cases σ j <;> simp
    · by_cases hj : l = j
      · rw [hj, (flipPair_spec hij σ).2.1, Equiv.swap_apply_right]
        revert h
        cases σ i <;> cases σ j <;> simp
      · rw [Equiv.swap_apply_of_ne_of_ne hi hj]
        simp [flipPair, flipSpin, Function.update_apply, hi, hj]
  rw [hs]
  refine Fintype.sum_equiv (Equiv.swap i j) _ _ (fun k => if_congr ⟨fun e => ?_, fun e => ?_⟩ rfl rfl)
  · funext l
    have t : σ (Equiv.swap i j (Equiv.swap i j l)) = oneDown k (Equiv.swap i j l) :=
      congrFun e (Equiv.swap i j l)
    rw [Equiv.swap_apply_self] at t
    rw [t]
    refine decide_eq_decide.mpr (not_congr ⟨fun q => ?_, fun q => ?_⟩)
    · rw [← q, Equiv.swap_apply_self]
    · rw [q, Equiv.swap_apply_self]
  · funext l
    rw [e]
    exact decide_eq_decide.mpr (not_congr (Equiv.swap i j).injective.eq_iff)

/-- The uniform magnon is normalised, and its energy differs from -D/4 per edge by
(D - 1) times the number of edges divided by the number of sites. -/
theorem magnon_energy [Nonempty V] (G : SimpleGraph V) [DecidableRel G.Adj] (D : ℝ) :
    weight (magnon : State V) = 1 ∧ energy G D magnon =
      -(D / 4) * G.edgeFinset.card + (D - 1) * G.edgeFinset.card / Fintype.card V := by
  have hN : (Fintype.card V : ℝ) ≠ 0 := Nat.cast_ne_zero.mpr Fintype.card_ne_zero
  have hw : weight (magnon : State V) = 1 := by
    have h := magnon_average (V := V) (fun _ => 1)
    simp only [one_mul, Finset.sum_const, Finset.card_univ, nsmul_eq_mul, mul_one] at h
    rw [weight, h, div_self hN]
  refine ⟨hw, ?_⟩
  have hb : ∀ d : G.Dart, bondCost D d.fst d.snd magnon = (D - 1) / Fintype.card V := by
    intro d
    have hij := d.adj.ne
    have h1 : bondCost D d.fst d.snd magnon = ∑ σ : V → Bool,
        (if σ d.fst = σ d.snd then 0 else (D - 1) / 2) * Complex.normSq (magnon σ) := by
      refine Finset.sum_congr rfl (fun σ _ => ?_)
      split_ifs with h
      · rw [zero_mul]
      · rw [magnon_flipPair hij h, sub_self, map_zero, mul_zero, add_zero]
    -- the bond is antiparallel exactly when the down spin sits on one of its ends
    have h2 : ∀ k : V, (if oneDown k d.fst = oneDown k d.snd then 0 else (D - 1) / 2) =
        (if k = d.fst then (D - 1) / 2 else 0) + (if k = d.snd then (D - 1) / 2 else 0) := by
      intro k
      by_cases hi : k = d.fst
      · simp [oneDown, hi, hij, hij.symm]
      · by_cases hj : k = d.snd
        · simp [oneDown, hj, hij, hij.symm]
        · simp [oneDown, hi, hj, Ne.symm hi, Ne.symm hj]
    rw [h1, magnon_average (fun σ => if σ d.fst = σ d.snd then 0 else (D - 1) / 2),
      Finset.sum_congr rfl (fun k _ => h2 k), Finset.sum_add_distrib, Finset.sum_ite_eq',
      Finset.sum_ite_eq', if_pos (Finset.mem_univ _), if_pos (Finset.mem_univ _), add_halves]
  have hc : (Fintype.card G.Dart : ℝ) = 2 * G.edgeFinset.card := by
    exact_mod_cast G.dart_card_eq_twice_card_edges
  rw [energy_eq, hw, Finset.sum_congr rfl (fun d _ => hb d), Finset.sum_const,
    Finset.card_univ, nsmul_eq_mul, hc]
  ring
```

**Q:** Show me numbers.

**A:** Take two sites and one bond. At $D=\tfrac12$ the all-up energy is $-\tfrac18$, while the magnon $(|{\uparrow\downarrow}\rangle+|{\downarrow\uparrow}\rangle)/\sqrt2$ has $-\tfrac18-\tfrac14=-\tfrac38$, so all-up loses. At $D=2$ the values are $-\tfrac12$ and $0$.

**Q:** What does the final theorem say, then?

**A:** For any finite simple graph with at least one edge (`hE`) and any real $D$, `allUp` is a ground state if and only if $1\le D$. The graph may be disconnected. Without edges $H=0$ and every normalised state is a ground state, hence the hypothesis.

If $D\ge1$, every term of every $C_{ij}$ is nonnegative, so no normalised state lies below $-\tfrac D4|E|$. If $D<1$, the magnon lies below all-up by $(1-D)|E|/N>0$, which contradicts minimality.

```lean
/-- On a finite graph with at least one edge, the all-up state is a ground state of the
spin-1/2 XXZ ferromagnet if and only if the anisotropy satisfies D ≥ 1. -/
theorem allUp_isGroundState_iff (G : SimpleGraph V) [DecidableRel G.Adj]
    (hE : G.edgeFinset.Nonempty) (D : ℝ) :
    IsGroundState G D allUp ↔ 1 ≤ D := by
  constructor
  · rintro ⟨-, hmin⟩
    have hV : Nonempty V := by
      obtain ⟨e, -⟩ := hE
      induction e with
      | _ a b => exact ⟨a⟩
    -- compare with the uniform magnon
    have h := hmin magnon (magnon_energy G D).1
    rw [(allUp_energy G D).2, (magnon_energy G D).2] at h
    have hc : (0 : ℝ) < G.edgeFinset.card := Nat.cast_pos.mpr hE.card_pos
    have hN : (0 : ℝ) < Fintype.card V := Nat.cast_pos.mpr Fintype.card_pos
    by_contra hD
    have hneg : (D - 1) * G.edgeFinset.card / Fintype.card V < 0 :=
      div_neg_of_neg_of_pos (mul_neg_of_neg_of_pos (by linarith) hc) hN
    linarith
  · intro hD
    refine ⟨(allUp_energy G D).1, fun ψ hψ => ?_⟩
    -- every bond cost is a sum of nonnegative terms
    have hpos : 0 ≤ ∑ d : G.Dart, bondCost D d.fst d.snd ψ := by
      refine Finset.sum_nonneg (fun d _ => Finset.sum_nonneg (fun σ _ => ?_))
      split_ifs
      · exact le_rfl
      · exact add_nonneg (mul_nonneg (by linarith) (Complex.normSq_nonneg _))
          (mul_nonneg (by norm_num) (Complex.normSq_nonneg _))
    rw [(allUp_energy G D).2, energy_eq, hψ]
    linarith

end

end XXZFerromagnetStability
```

```lean
#print axioms XXZFerromagnetStability.allUp_isGroundState_iff
```

```
'XXZFerromagnetStability.allUp_isGroundState_iff' depends on axioms: [propext, Classical.choice, Quot.sound]
```

**Q:** What should I not read into it?

**A:** Uniqueness, for one: the all-down state has the same energy. The theorem also doesn't identify the ground state for $D<1$, and it treats neither a magnetic field, nor bond-dependent couplings, nor the infinite lattice. For exact diagonalisation of finite clusters with this uniform coupling, it provides a reference value: when $D\ge1$, the lowest energy over all sectors of total $S^z$ must come out as $-\tfrac D4|E|$. A run restricted to one sector, such as total $S^z=0$, can give a higher value.
